# Two Kleinman–Bylander projectors with linearly independent vectors and nonzero strengths never merge into one

One way to build a virtual atom for an alloy calculation is to mix the nonlocal pseudopotentials of two elements on the same site with weights $1-t$ and $t$. Suppose that each element contributes one projector for given angular-momentum quantum numbers. Can the mixture be stored as a single projector? Not exactly, if the two projector vectors are linearly independent and both weighted strengths are nonzero: an exact separable form then takes at least two projectors, and the elements' own two suffice.

This bears on separable nonlocal potentials in electronic-structure codes, represented here as matrices in a finite basis. The passage from coefficient vectors to projector functions in continuous space is left to the reader.

```lean
import Mathlib

open Matrix

namespace VirtualCrystalProjectors

noncomputable section

variable {n ι κ : Type*} [Fintype ι] [Fintype κ]
```

## The potential as a matrix

A projector with real strength $c$ and vector $z$ is the matrix $c\,zz^*$, with entries $c\,z_k\overline{z_l}$. It is called a projector by custom, though it need not be idempotent. The vector is not normalised; for $z\neq0$, the strength belonging to the unit vector $z/\|z\|$ is $c\|z\|^2$. In Lean, `n` is the set of basis labels, not their number.

```lean
/-- The Kleinman-Bylander projector `c z z*` with real strength `c` and projector vector `z`. -/
def kb (c : ℝ) (z : n → ℂ) : Matrix n n ℂ :=
  (c : ℂ) • vecMulVec z (star z)
```

A separable potential with $N$ projectors is $V=\sum_i d_i\,v_iv_i^*$. The labels $i$ form the finite type `ι`.

```lean
/-- A separable nonlocal pseudopotential: the sum of the Kleinman-Bylander projectors with
strengths `d i` and vectors `v i`. -/
def separable (d : ι → ℝ) (v : ι → n → ℂ) : Matrix n n ℂ :=
  ∑ i, kb (d i) (v i)
```

Let $B$ be the matrix with the vectors as columns, $B_{ki}=v_i(k)$.

```lean
/-- The rectangular matrix whose columns are the projector vectors. -/
def projectorMatrix (v : ι → n → ℂ) : Matrix n ι ℂ :=
  Matrix.of fun k i => v i k
```

With $D=\mathrm{diag}(d_i)$,
$$V_{kl}=\sum_i v_i(k)\,d_i\,\overline{v_i(l)}=(BDB^*)_{kl}.$$
The proof compares entries in this way; `ᴴ` is the conjugate transpose.

```lean
/-- A separable pseudopotential factors as `B D B*`, with the projector vectors as the columns
of `B` and the strengths on the diagonal of `D`. -/
theorem separable_eq_mul [DecidableEq ι] (d : ι → ℝ) (v : ι → n → ℂ) :
    separable d v =
      projectorMatrix v * diagonal (fun i => (d i : ℂ)) * (projectorMatrix v)ᴴ := by
  ext k l
  rw [Matrix.mul_apply]
  simp only [separable, kb, projectorMatrix, Matrix.sum_apply, Matrix.smul_apply,
    vecMulVec_apply, Matrix.mul_diagonal, conjTranspose_apply, Matrix.of_apply,
    Pi.star_apply, smul_eq_mul]
  exact Finset.sum_congr rfl fun i _ => by ring
```

Rescaling a vector by a complex number $r$ changes only the strength: $c\,(rz)(rz)^*=c|r|^2\,zz^*$. `Complex.normSq r` is $|r|^2$.

```lean
/-- Rescaling a projector vector by a complex number `r` multiplies the strength of its
projector by the squared modulus of `r`. -/
theorem kb_smul (c : ℝ) (r : ℂ) (z : n → ℂ) :
    kb c (r • z) = kb (c * Complex.normSq r) z := by
  ext i j
  simp only [kb, Matrix.smul_apply, vecMulVec_apply, Pi.star_apply, Pi.smul_apply,
    smul_eq_mul, star_mul', Complex.ofReal_mul, Complex.normSq_eq_conj_mul_self,
    starRingEnd_apply]
  ring
```

## Counting projectors by rank

Let $c$ now be a vector of complex coefficients $c_i$. If the $v_i$ are linearly independent, $Bc=\sum_i c_iv_i$ vanishes only for $c=0$. So $B$ is injective and has a left inverse $L$, for instance $(B^*B)^{-1}B^*$. The equation $LB=1$ reads $\sum_k L_{ik}v_j(k)=\delta_{ij}$, so the rows of $L$ are dual to the projector vectors. Lean obtains a left inverse as a linear map, converts it to a matrix and checks $LBc=c$ for every $c$.

```lean
variable [Fintype n]

/-- Linearly independent projector vectors have a dual set: the matrix with these vectors as columns
has a left inverse `L`, whose rows are dual to them (without conjugation). -/
theorem exists_dual [DecidableEq ι] {v : ι → n → ℂ} (hv : LinearIndependent ℂ v) :
    ∃ L : Matrix ι n ℂ, L * projectorMatrix v = 1 := by
  classical
  have hker : LinearMap.ker (projectorMatrix v).mulVecLin = ⊥ := by
    rw [LinearMap.ker_eq_bot]
    exact Matrix.mulVec_injective_iff.2 hv
  obtain ⟨g, hg⟩ := LinearMap.exists_leftInverse_of_injective _ hker
  have h : ∀ c, LinearMap.toMatrix' g *ᵥ (projectorMatrix v *ᵥ c) = c := fun c => by
    rw [LinearMap.toMatrix'_mulVec]
    exact LinearMap.congr_fun hg c
  refine ⟨LinearMap.toMatrix' g, Matrix.toLin'.injective (LinearMap.ext fun c => ?_)⟩
  rw [Matrix.toLin'_apply, Matrix.toLin'_apply, ← Matrix.mulVec_mulVec, h, Matrix.one_mulVec]
```

Since $V=B(DB^*)$, its rank is at most that of $B$, which has $N$ columns. Hence $\operatorname{rank}V\le N$, with no condition on vectors or strengths.

```lean
/-- The rank of a separable pseudopotential is at most the number of its projectors. -/
theorem rank_separable_le (d : ι → ℝ) (v : ι → n → ℂ) :
    (separable d v).rank ≤ Fintype.card ι := by
  classical
  rw [separable_eq_mul, Matrix.mul_assoc]
  exact (Matrix.rank_mul_le_left _ _).trans (Matrix.rank_le_card_width _)
```

For the lower bound, the dual vectors recover the strengths:
$$LVL^*=(LB)D(LB)^*=D.$$
If every $d_i\ne0$, then $\det D=\prod_i d_i\neq0$, and
$$N=\operatorname{rank}D\le\operatorname{rank}(LV)\le\operatorname{rank}V.$$
In the proof, `hD` is the first display and `hU` the invertibility of $D$.

```lean
/-- With linearly independent projector vectors and nonzero strengths, the rank of a separable
pseudopotential equals the number of its projectors. -/
theorem rank_separable {d : ι → ℝ} {v : ι → n → ℂ} (hd : ∀ i, d i ≠ 0)
    (hv : LinearIndependent ℂ v) : (separable d v).rank = Fintype.card ι := by
  classical
  refine le_antisymm (rank_separable_le d v) ?_
  obtain ⟨L, hL⟩ := exists_dual hv
  -- the dual vectors recover the diagonal matrix of strengths
  have hD : L * separable d v * Lᴴ = diagonal (fun i => (d i : ℂ)) := by
    calc L * separable d v * Lᴴ
        = (L * projectorMatrix v) * diagonal (fun i => (d i : ℂ)) *
            (L * projectorMatrix v)ᴴ := by
          rw [separable_eq_mul]
          simp only [conjTranspose_mul, Matrix.mul_assoc]
      _ = diagonal (fun i => (d i : ℂ)) := by
          rw [hL, conjTranspose_one, Matrix.one_mul, Matrix.mul_one]
  -- which is invertible and so has full rank
  have hU : IsUnit (diagonal (fun i => (d i : ℂ))) := by
    rw [Matrix.isUnit_iff_isUnit_det, det_diagonal, isUnit_iff_ne_zero,
      Finset.prod_ne_zero_iff]
    exact fun i _ => Complex.ofReal_ne_zero.2 (hd i)
  rw [← Matrix.rank_of_isUnit _ hU, ← hD]
  exact (Matrix.rank_mul_le_left _ _).trans (Matrix.rank_mul_le_right _ _)
```

Suppose the same $V$ is also written with $M$ projectors, of any strengths and vectors. Then $N=\operatorname{rank}V\le M$, so no rewriting is shorter.

```lean
/-- A separable pseudopotential with linearly independent projector vectors and nonzero
strengths cannot be rewritten with fewer projectors. -/
theorem card_le_of_separable_eq {d : ι → ℝ} {v : ι → n → ℂ} (hd : ∀ i, d i ≠ 0)
    (hv : LinearIndependent ℂ v) {e : κ → ℝ} {w : κ → n → ℂ}
    (h : separable d v = separable e w) : Fintype.card ι ≤ Fintype.card κ := by
  rw [← rank_separable hd hv, h]
  exact rank_separable_le e w
```

## Two elements on one site

Taking $N=2$ gives $\operatorname{rank}(a\,xx^*+b\,yy^*)=2$ for linearly independent $x,y$ and nonzero real $a,b$ of either sign. The family `![x, y]` is the pair of vectors.

```lean
/-- The virtual-crystal operator `a x x* + b y y*` has rank exactly two when `x` and `y` are
linearly independent and `a` and `b` are nonzero. -/
theorem rank_virtualCrystal {a b : ℝ} {x y : n → ℂ} (ha : a ≠ 0) (hb : b ≠ 0)
    (hxy : LinearIndependent ℂ ![x, y]) : (kb a x + kb b y).rank = 2 := by
  have hd : ∀ i, (![a, b] : Fin 2 → ℝ) i ≠ 0 := by
    intro i
    fin_cases i
    · exact ha
    · exact hb
  have h := rank_separable hd hxy
  simpa [separable, Fin.sum_univ_two] using h
```

A single $c\,zz^*$ has rank at most one, so it cannot equal this operator when $x,y$ are independent.

Conversely, let $sx+ty=0$ with $s,t$ complex and not both zero. If $s=0$, then $y=0$ and the operator is $a\,xx^*$. Otherwise $x=-(t/s)y$, and
$$a\,xx^*+b\,yy^*=\left(a\,|t/s|^2+b\right)yy^*.$$
The two halves of the proof are these two arguments; `hadd` adds the strengths of projectors on a common vector.

```lean
/-- For nonzero strengths `a` and `b`, the virtual-crystal operator `a x x* + b y y*` can be written
as a single `c z z*`, with `c` real and possibly zero, if and only if `x` and `y` are linearly
dependent. -/
theorem virtualCrystal_eq_kb_iff {a b : ℝ} (ha : a ≠ 0) (hb : b ≠ 0) (x y : n → ℂ) :
    (∃ (c : ℝ) (z : n → ℂ), kb a x + kb b y = kb c z) ↔
      ¬ LinearIndependent ℂ ![x, y] := by
  constructor
  · -- a single projector has rank at most one
    rintro ⟨c, z, h⟩ hxy
    have h2 := rank_virtualCrystal ha hb hxy
    have h1 := rank_separable_le (fun _ : Fin 1 => c) (fun _ => z)
    simp only [separable, Fin.sum_univ_one, Fintype.card_fin] at h1
    rw [h] at h2
    omega
  · -- proportional vectors give proportional projectors
    intro hxy
    have hadd : ∀ (p q : ℝ) (z : n → ℂ), kb p z + kb q z = kb (p + q) z := by
      intro p q z
      simp only [kb, Complex.ofReal_add, add_smul]
    rw [LinearIndependent.pair_iff] at hxy
    push Not at hxy
    obtain ⟨s, t, h, hst⟩ := hxy
    by_cases hs : s = 0
    · have hy : y = (0 : ℂ) • x := by
        rw [hs, zero_smul, zero_add] at h
        rw [zero_smul]
        exact (smul_eq_zero.1 h).resolve_left (hst hs)
      exact ⟨_, x, by rw [hy, kb_smul, hadd]⟩
    · have hx : x = (-(s⁻¹ * t)) • y := by
        rw [neg_smul, ← smul_smul, ← smul_neg, ← eq_neg_of_add_eq_zero_left h,
          inv_smul_smul₀ hs]
      exact ⟨_, y, by rw [hx, kb_smul, hadd]⟩
```

In the alloy, $t$ is the real mixing weight. With element strengths $p$ and $q$,
$$(1-t)\,p\,xx^*+t\,q\,yy^*$$
has strengths $a=(1-t)p$ and $b=tq$, both nonzero when $p,q\neq0$ and $t\neq0,1$. The helper `hs` absorbs the weights into the strengths, and the equivalence above finishes the proof.

```lean
/-- Mixing two Kleinman-Bylander projectors of nonzero strengths and linearly independent
vectors, with weights `1 - t` and `t` both nonzero, never gives a single such projector. -/
theorem alloy_ne_kb {t p q : ℝ} (ht0 : t ≠ 0) (ht1 : t ≠ 1) (hp : p ≠ 0) (hq : q ≠ 0)
    {x y : n → ℂ} (hxy : LinearIndependent ℂ ![x, y]) (c : ℝ) (z : n → ℂ) :
    (1 - t) • kb p x + t • kb q y ≠ kb c z := by
  have hs : ∀ (r e : ℝ) (u : n → ℂ), r • kb e u = kb (r * e) u := by
    intro r e u
    ext i j
    simp only [kb, Matrix.smul_apply, Complex.real_smul, smul_eq_mul, Complex.ofReal_mul,
      mul_assoc]
  intro h
  rw [hs, hs] at h
  exact (virtualCrystal_eq_kb_iff (mul_ne_zero (sub_ne_zero.2 ht1.symm) hp)
    (mul_ne_zero ht0 hq) x y).1 ⟨c, z, h⟩ hxy

end

end VirtualCrystalProjectors
```

```lean
#print axioms VirtualCrystalProjectors.card_le_of_separable_eq
#print axioms VirtualCrystalProjectors.alloy_ne_kb
```

```
'VirtualCrystalProjectors.card_le_of_separable_eq' depends on axioms: [propext, Classical.choice, Quot.sound]
'VirtualCrystalProjectors.alloy_ne_kb' depends on axioms: [propext, Classical.choice, Quot.sound]
```

## An equal mixture in two dimensions

Take $t=\tfrac12$, $p=q=2$, $x=(1,0)$ and $y=(1,1)$. The mixture is
$$xx^*+yy^*=\begin{pmatrix}2&1\\1&1\end{pmatrix},$$
with determinant $1$ and hence rank two, whereas every $2\times2$ matrix $c\,zz^*$ has determinant zero. For unit vectors, the weighted strengths are $1$ and $2$.

If instead $y=(2i,0)=2i\,x$, the mixture is $xx^*+4\,xx^*=5\,xx^*$, and one projector of strength $5$ suffices.
